# Hückel benzene between two single-site leads at E = 0: zero transmission for meta contacts, equal transmission for ortho and para

A benzene ring is wired to two leads, each touching one carbon atom, and electrons arrive at the on-site energy of the carbon π orbitals, taken as \(E=0\). How does the transmission depend on which two atoms are contacted?

```lean
import Mathlib

open Matrix

namespace BenzeneInterference

noncomputable section

variable {n : Type*} [Fintype n] [DecidableEq n]

/-- The matrix with the single entry `s` on the diagonal at site `a`. -/
def contact (a : n) (s : ℂ) : Matrix n n ℂ :=
  diagonal fun i => if i = a then s else 0

/-- The wide-band self-energy `-i c / 2` of a lead with broadening `c`. -/
def wideBand (c : ℝ) : ℂ := -Complex.I * (c : ℂ) / 2

/-- Self-energy of two leads: `-i cL / 2` on site `a` and `-i cR / 2` on site `b`. -/
def leadSelfEnergy (a b : n) (cL cR : ℝ) : Matrix n n ℂ :=
  contact a (wideBand cL) + contact b (wideBand cR)

/-- The matrix `E - H - S` for energy `E`, Hamiltonian `H` and self-energy `S`. -/
def greenInv (E : ℂ) (H S : Matrix n n ℂ) : Matrix n n ℂ :=
  E • (1 : Matrix n n ℂ) - H - S

/-- The Green function `(E - H - S)⁻¹`. -/
def green (E : ℂ) (H S : Matrix n n ℂ) : Matrix n n ℂ := (greenInv E H S)⁻¹

/-- The transmission `cL cR |G_ab|²` with wide-band leads on sites `a` and `b`. -/
def transmission (E : ℂ) (H : Matrix n n ℂ) (a b : n) (cL cR : ℝ) : ℝ :=
  cL * cR * ‖green E H (leadSelfEnergy a b cL cR) a b‖ ^ 2

/-- The determinant of the two-site Dyson equation with bare Green function `g`. -/
def dysonDen (g : Matrix n n ℂ) (a b : n) (σa σb : ℂ) : ℂ :=
  (1 - σa * g a a) * (1 - σb * g b b) - σa * σb * (g a b * g b a)

/-- Multiplying on the left by a contact matrix keeps row `a`, scaled by `s`, and zeroes the other
rows. -/
theorem contact_mul_apply (a : n) (s : ℂ) (M : Matrix n n ℂ) (i j : n) :
    (contact a s * M) i j = if i = a then s * M a j else 0 := by
  rw [contact, Matrix.diagonal_mul]
  by_cases h : i = a
  · simp [h]
  · simp [h]

/-- For single-site broadenings the trace `Tr (Γ_L G Γ_R G†)` equals `cL cR |G_ab|²`. -/
theorem trace_formula (G : Matrix n n ℂ) (a b : n) (cL cR : ℝ) :
    trace (contact a (cL : ℂ) * G * contact b (cR : ℂ) * Gᴴ)
      = ((cL * cR * ‖G a b‖ ^ 2 : ℝ) : ℂ) := by
  have h1 : ∀ i, (contact a (cL : ℂ) * G * contact b (cR : ℂ) * Gᴴ) i i
      = if i = a then (cL : ℂ) * (cR : ℂ) * (G a b * star (G a b)) else 0 := by
    intro i
    rw [Matrix.mul_apply]
    simp only [contact, Matrix.mul_diagonal, Matrix.diagonal_mul, Matrix.conjTranspose_apply]
    rw [Finset.sum_eq_single b]
    · by_cases h : i = a
      · simp only [h, if_true]
        ring
      · simp [h]
    · intro l _ hl
      simp [hl]
    · simp
  rw [Matrix.trace]
  simp only [Matrix.diag_apply, h1, Finset.sum_ite_eq', Finset.mem_univ, if_true]
  rw [Complex.star_def, Complex.mul_conj, Complex.normSq_eq_norm_sq]
  push_cast
  ring

/-- If `E - H` is invertible and the Dyson determinant `D` is nonzero, then with self-energies
`σa`, `σb` on sites `a`, `b` the matrix `E - H - S` is invertible and `G_ab = g_ab / D`. -/
theorem dressed_green (E : ℂ) (H : Matrix n n ℂ) (a b : n) (σa σb : ℂ)
    (h0 : IsUnit (greenInv E H 0).det) (hD : dysonDen (green E H 0) a b σa σb ≠ 0) :
    IsUnit (greenInv E H (contact a σa + contact b σb)).det ∧
      green E H (contact a σa + contact b σb) a b
        = green E H 0 a b / dysonDen (green E H 0) a b σa σb := by
  have hK : greenInv E H 0 * green E H 0 = 1 := Matrix.mul_nonsing_inv _ h0
  have hsplit : greenInv E H (contact a σa + contact b σb)
      = greenInv E H 0 - (contact a σa + contact b σb) := by
    simp only [greenInv, sub_zero]
  generalize green E H 0 = g at hK hD ⊢
  obtain ⟨d, hd⟩ : ∃ d, dysonDen g a b σa σb * d = 1 := ⟨_, mul_inv_cancel₀ hD⟩
  have hd' : ((1 - σa * g a a) * (1 - σb * g b b) - σa * σb * (g a b * g b a)) * d = 1 := hd
  -- rows a and b of the dressed Green function, by Cramer's rule
  obtain ⟨u, hu⟩ : ∃ u : n → ℂ, ∀ j,
      u j = d * ((1 - σb * g b b) * g a j + σb * g a b * g b j) :=
    ⟨fun j => d * ((1 - σb * g b b) * g a j + σb * g a b * g b j), fun _ => rfl⟩
  obtain ⟨v, hv⟩ : ∃ v : n → ℂ, ∀ j,
      v j = d * (σa * g b a * g a j + (1 - σa * g a a) * g b j) :=
    ⟨fun j => d * (σa * g b a * g a j + (1 - σa * g a a) * g b j), fun _ => rfl⟩
  have hua : ∀ j, g a j + (g a a * (σa * u j) + g a b * (σb * v j)) = u j := by
    intro j
    rw [hu j, hv j]
    linear_combination (-(g a j)) * hd'
  have hvb : ∀ j, g b j + (g b a * (σa * u j) + g b b * (σb * v j)) = v j := by
    intro j
    rw [hu j, hv j]
    linear_combination (-(g b j)) * hd'
  -- W plays the role of S G in the Dyson equation G = g + g S G
  obtain ⟨W, hW⟩ : ∃ W : Matrix n n ℂ, ∀ i j,
      W i j = (if i = a then σa * u j else 0) + (if i = b then σb * v j else 0) :=
    ⟨Matrix.of fun i j => (if i = a then σa * u j else 0) + (if i = b then σb * v j else 0),
      fun _ _ => rfl⟩
  have hX : ∀ i j, (g + g * W) i j = g i j + (g i a * (σa * u j) + g i b * (σb * v j)) := by
    intro i j
    simp only [Matrix.add_apply, Matrix.mul_apply, hW, mul_add, Finset.sum_add_distrib,
      mul_ite, mul_zero, Finset.sum_ite_eq', Finset.mem_univ, if_true]
  have hSX : (contact a σa + contact b σb) * (g + g * W) = W := by
    ext i j
    rw [Matrix.add_mul, Matrix.add_apply, contact_mul_apply, contact_mul_apply,
      hX a j, hX b j, hua j, hvb j, hW i j]
  have hinv : (greenInv E H 0 - (contact a σa + contact b σb)) * (g + g * W) = 1 := by
    rw [Matrix.sub_mul, hSX, Matrix.mul_add, ← Matrix.mul_assoc, hK, Matrix.one_mul,
      add_sub_cancel_right]
  constructor
  · rw [hsplit]
    exact Matrix.isUnit_det_of_right_inverse hinv
  · rw [green, hsplit, Matrix.inv_eq_right_inv hinv, hX a b, hua b, eq_div_iff hD, hu b]
    unfold dysonDen
    linear_combination (g a b) * hd'

/-- If `H` has no matrix elements within either sublattice and `g` inverts `0 - H`, then `g`
vanishes between sites of the same sublattice. -/
theorem alternant_bare_green (H : Matrix n n ℂ) (s : n → Bool)
    (hH : ∀ i j, s i = s j → H i j = 0) (g : Matrix n n ℂ) (hg : greenInv 0 H 0 * g = 1)
    (i j : n) (hij : s i = s j) : g i j = 0 := by
  have hKz : ∀ k l, s k = s l → greenInv 0 H 0 k l = 0 := by
    intro k l h
    simp [greenInv, hH k l h]
  generalize greenInv 0 H 0 = K at hg hKz
  -- the sublattice sign
  obtain ⟨p, hp⟩ : ∃ p : n → ℂ, ∀ k, p k = if s k = true then 1 else -1 :=
    ⟨fun k => if s k = true then 1 else -1, fun _ => rfl⟩
  have hsame : ∀ k l, s k = s l → p k * p l = 1 := by
    intro k l h
    rw [hp k, hp l]
    revert h
    cases s k <;> cases s l <;> simp
  have hopp : ∀ k l, s k ≠ s l → p k = -p l := by
    intro k l h
    rw [hp k, hp l]
    revert h
    cases s k <;> cases s l <;> simp
  have hPP : diagonal p * diagonal p = 1 := by
    rw [← Matrix.diagonal_one, Matrix.diagonal_mul_diagonal]
    exact congrArg Matrix.diagonal (funext fun k => hsame k k rfl)
  -- the sign matrix anticommutes with K
  have hKP : K * diagonal p = -(diagonal p * K) := by
    ext k l
    rw [Matrix.neg_apply, Matrix.mul_diagonal, Matrix.diagonal_mul]
    by_cases h : s k = s l
    · rw [hKz k l h]
      ring
    · rw [hopp k l h]
      ring
  have h2 : K * (-(diagonal p * g * diagonal p)) = 1 :=
    calc K * (-(diagonal p * g * diagonal p))
        = -(K * diagonal p) * g * diagonal p := by
          simp only [mul_neg, neg_mul, mul_assoc]
      _ = diagonal p * (K * g) * diagonal p := by
          rw [hKP]
          simp only [neg_neg, mul_assoc]
      _ = 1 := by rw [hg, Matrix.mul_one, hPP]
  -- uniqueness of the inverse
  have h3 : g = -(diagonal p * g * diagonal p) :=
    (Matrix.inv_eq_right_inv hg).symm.trans (Matrix.inv_eq_right_inv h2)
  have h4 : g i j = -(p i * g i j * p j) := by
    have h5 := congrFun (congrFun h3 i) j
    rwa [Matrix.neg_apply, Matrix.mul_diagonal, Matrix.diagonal_mul] at h5
  linear_combination (1 / 2 : ℂ) * h4 - (g i j / 2) * hsame i j hij

/-- For an invertible alternant `H` at `E = 0` with any self-energies on two sites of the same
sublattice, `E - H - S` is invertible and `G_ab = 0`. -/
theorem alternant_dressed_green (H : Matrix n n ℂ) (s : n → Bool)
    (hH : ∀ i j, s i = s j → H i j = 0) (h0 : IsUnit (greenInv 0 H 0).det)
    (a b : n) (hab : s a = s b) (σa σb : ℂ) :
    IsUnit (greenInv 0 H (contact a σa + contact b σb)).det ∧
      green 0 H (contact a σa + contact b σb) a b = 0 := by
  have hg : greenInv 0 H 0 * green 0 H 0 = 1 := Matrix.mul_nonsing_inv _ h0
  have hz := alternant_bare_green H s hH _ hg
  have hD : dysonDen (green 0 H 0) a b σa σb ≠ 0 := by
    rw [dysonDen, hz a a rfl, hz b b rfl, hz a b hab]
    simp
  obtain ⟨h1, h2⟩ := dressed_green 0 H a b σa σb h0 hD
  exact ⟨h1, by rw [h2, hz a b hab, zero_div]⟩

/-- Adjacency matrix of the six-membered ring, sites numbered `0, …, 5` around the ring. -/
def ringAdj : Matrix (Fin 6) (Fin 6) ℂ :=
  !![0, 1, 0, 0, 0, 1;
     1, 0, 1, 0, 0, 0;
     0, 1, 0, 1, 0, 0;
     0, 0, 1, 0, 1, 0;
     0, 0, 0, 1, 0, 1;
     1, 0, 0, 0, 1, 0]

/-- Hueckel Hamiltonian of benzene, `H = -h A`. -/
def benzeneH (h : ℝ) : Matrix (Fin 6) (Fin 6) ℂ := (-(h : ℂ)) • ringAdj

/-- The matrix with `+1` for ortho pairs, `-1` for para pairs and `0` otherwise. -/
def ringInvPattern : Matrix (Fin 6) (Fin 6) ℂ :=
  !![0, 1, 0, -1, 0, 1;
     1, 0, 1, 0, -1, 0;
     0, 1, 0, 1, 0, -1;
     -1, 0, 1, 0, 1, 0;
     0, -1, 0, 1, 0, 1;
     1, 0, -1, 0, 1, 0]

/-- The matrix with `1/(2h)` for ortho pairs, `-1/(2h)` for para pairs and `0` otherwise. -/
def benzeneBare (h : ℝ) : Matrix (Fin 6) (Fin 6) ℂ := (1 / (2 * (h : ℂ))) • ringInvPattern

/-- The starred and unstarred carbon atoms of benzene. -/
def benzeneSublattice : Fin 6 → Bool := ![true, false, true, false, true, false]

set_option maxHeartbeats 400000 in
/-- For `h ≠ 0` the matrix `benzeneBare h` inverts `E - H` of isolated benzene at `E = 0`. -/
theorem benzene_bare_green (h : ℝ) (hh : h ≠ 0) :
    greenInv 0 (benzeneH h) 0 * benzeneBare h = 1 := by
  have hAB : ringAdj * ringInvPattern = (2 : ℂ) • (1 : Matrix (Fin 6) (Fin 6) ℂ) := by
    ext i j
    fin_cases i <;> fin_cases j <;>
      simp [ringAdj, ringInvPattern, Matrix.mul_apply, Fin.sum_univ_succ] <;>
      norm_num
  have hc : (h : ℂ) ≠ 0 := by exact_mod_cast hh
  have hone : (h : ℂ) * (1 / (2 * (h : ℂ))) * 2 = 1 := by field_simp
  rw [greenInv, benzeneH, benzeneBare, zero_smul, sub_zero, zero_sub, neg_smul, neg_neg,
    Matrix.smul_mul, Matrix.mul_smul, hAB, smul_smul, smul_smul, hone, one_smul]

/-- Benzene with `h ≠ 0` has no hopping within a sublattice, and `0 - H` is invertible. -/
theorem benzene_alternant_witness (h : ℝ) (hh : h ≠ 0) :
    (∀ i j, benzeneSublattice i = benzeneSublattice j → benzeneH h i j = 0) ∧
      IsUnit (greenInv 0 (benzeneH h) 0).det := by
  have hA : ∀ i j, benzeneSublattice i = benzeneSublattice j → ringAdj i j = 0 := by
    intro i j
    fin_cases i <;> fin_cases j <;> simp [ringAdj, benzeneSublattice]
  refine ⟨fun i j hij => ?_, Matrix.isUnit_det_of_right_inverse (benzene_bare_green h hh)⟩
  rw [benzeneH, Matrix.smul_apply, hA i j hij, smul_zero]

/-- For `h > 0`, `cL, cR ≥ 0` and ortho (`j = 1, 5`) or para (`j = 3`) contacts at `E = 0`,
the matrix `E - H - S` is
invertible and `G_0j = ± 8h / (16h² + cL cR)`, with the minus sign for para. -/
theorem benzene_green_ortho_para (h cL cR : ℝ) (hh : 0 < h) (hL : 0 ≤ cL) (hR : 0 ≤ cR)
    (j : Fin 6) (hj : j = 1 ∨ j = 5 ∨ j = 3) :
    IsUnit (greenInv 0 (benzeneH h) (leadSelfEnergy 0 j cL cR)).det ∧
      green 0 (benzeneH h) (leadSelfEnergy 0 j cL cR) 0 j
        = (if j = 3 then (-1 : ℂ) else 1)
          * (8 * (h : ℂ) / (16 * (h : ℂ) ^ 2 + (cL : ℂ) * (cR : ℂ))) := by
  have hg : green 0 (benzeneH h) 0 = benzeneBare h :=
    Matrix.inv_eq_right_inv (benzene_bare_green h hh.ne')
  have hc : (h : ℂ) ≠ 0 := by exact_mod_cast hh.ne'
  have hden : 16 * (h : ℂ) ^ 2 + (cL : ℂ) * (cR : ℂ) ≠ 0 := by
    have hpos : (0 : ℝ) < 16 * h ^ 2 + cL * cR := by positivity
    exact_mod_cast hpos.ne'
  obtain ⟨ε, hεdef⟩ : ∃ ε : ℂ, ε = if j = 3 then (-1 : ℂ) else 1 := ⟨_, rfl⟩
  obtain ⟨k, hkdef⟩ : ∃ k : ℂ, k = 1 / (2 * (h : ℂ)) := ⟨_, rfl⟩
  rw [← hεdef]
  have hk : (h : ℂ) * k = 1 / 2 := by
    rw [hkdef]
    field_simp
  have hb : ∀ i l, benzeneBare h i l = k * ringInvPattern i l := by
    intro i l
    rw [hkdef, benzeneBare, Matrix.smul_apply, smul_eq_mul]
  -- the bare Green function on the two contact sites
  obtain ⟨p00, pjj, p0j, pj0, hε⟩ : ringInvPattern 0 0 = 0 ∧ ringInvPattern j j = 0 ∧
      ringInvPattern 0 j = ε ∧ ringInvPattern j 0 = ε ∧ ε * ε = 1 := by
    rw [hεdef]
    rcases hj with rfl | rfl | rfl <;> simp [ringInvPattern]
  -- D = 1 + cL cR / (16 h²)
  have hDval : dysonDen (benzeneBare h) 0 j (wideBand cL) (wideBand cR) * (16 * (h : ℂ) ^ 2)
      = 16 * (h : ℂ) ^ 2 + (cL : ℂ) * (cR : ℂ) := by
    simp only [dysonDen, wideBand, hb, p00, pjj, p0j, pj0]
    linear_combination
      (-4 * ((cL : ℂ) * (cR : ℂ)) * ((h : ℂ) * k) ^ 2 * ε ^ 2) * Complex.I_sq
        + 4 * ((cL : ℂ) * (cR : ℂ)) * ((h : ℂ) * k) ^ 2 * hε
        + 4 * ((cL : ℂ) * (cR : ℂ)) * ((h : ℂ) * k + 1 / 2) * hk
  have hD : dysonDen (benzeneBare h) 0 j (wideBand cL) (wideBand cR) ≠ 0 := by
    intro h0
    rw [h0, zero_mul] at hDval
    exact hden hDval.symm
  obtain ⟨h1, h2⟩ := dressed_green 0 (benzeneH h) 0 j (wideBand cL) (wideBand cR)
    (benzene_alternant_witness h hh.ne').2 (by rw [hg]; exact hD)
  rw [hg] at h2
  refine ⟨h1, ?_⟩
  rw [leadSelfEnergy, h2, hb 0 j, p0j, div_eq_iff hD, ← mul_div_assoc, div_mul_eq_mul_div,
    eq_div_iff hden]
  linear_combination (-(k * ε)) * hDval
    + 16 * (h : ℂ) * ε * dysonDen (benzeneBare h) 0 j (wideBand cL) (wideBand cR) * hk

/-- For `h > 0` and ortho or para contacts with broadenings `cL, cR ≥ 0` the transmission at `E = 0` is
`64 cL cR h² / (16h² + cL cR)²`. -/
theorem benzene_transmission_unequal (h cL cR : ℝ) (hh : 0 < h) (hL : 0 ≤ cL) (hR : 0 ≤ cR)
    (j : Fin 6) (hj : j = 1 ∨ j = 5 ∨ j = 3) :
    transmission 0 (benzeneH h) 0 j cL cR
      = 64 * (cL * cR) * h ^ 2 / (16 * h ^ 2 + cL * cR) ^ 2 := by
  have hε : ‖(if j = 3 then (-1 : ℂ) else 1)‖ = 1 := by
    split_ifs <;> simp
  have hcast : 8 * (h : ℂ) / (16 * (h : ℂ) ^ 2 + (cL : ℂ) * (cR : ℂ))
      = ((8 * h / (16 * h ^ 2 + cL * cR) : ℝ) : ℂ) := by
    push_cast
    ring
  rw [transmission, (benzene_green_ortho_para h cL cR hh hL hR j hj).2, norm_mul, hε, hcast,
    Complex.norm_real, Real.norm_eq_abs, one_mul, sq_abs, div_pow]
  ring

/-- Benzene with `h > 0`, `c > 0` at `E = 0` with self-energy `-i c / 2` on sites `0` and `j`: `E - H - S` is
invertible, and the transmission is `64 c² h² / (16h² + c²)²` for ortho and para contacts and
zero for meta contacts (`j = 2, 4`). -/
theorem benzene_transmission (h c : ℝ) (hh : 0 < h) (hc : 0 < c) :
    (∀ j : Fin 6, j = 1 ∨ j = 5 ∨ j = 3 →
      IsUnit (greenInv 0 (benzeneH h) (leadSelfEnergy 0 j c c)).det ∧
        transmission 0 (benzeneH h) 0 j c c
          = 64 * c ^ 2 * h ^ 2 / (16 * h ^ 2 + c ^ 2) ^ 2) ∧
    (∀ j : Fin 6, j = 2 ∨ j = 4 →
      IsUnit (greenInv 0 (benzeneH h) (leadSelfEnergy 0 j c c)).det ∧
        transmission 0 (benzeneH h) 0 j c c = 0) := by
  constructor
  · intro j hj
    refine ⟨(benzene_green_ortho_para h c c hh hc.le hc.le j hj).1, ?_⟩
    rw [benzene_transmission_unequal h c c hh hc.le hc.le j hj]
    ring
  · intro j hj
    -- meta sites lie on the sublattice of site 0
    have hs : benzeneSublattice 0 = benzeneSublattice j := by
      rcases hj with rfl | rfl <;> simp [benzeneSublattice]
    obtain ⟨w1, w2⟩ := benzene_alternant_witness h hh.ne'
    obtain ⟨h1, h2⟩ := alternant_dressed_green (benzeneH h) benzeneSublattice w1 w2 0 j hs
      (wideBand c) (wideBand c)
    refine ⟨h1, ?_⟩
    rw [transmission, leadSelfEnergy, h2]
    simp

/-- For `h > 0` and equal broadenings `c > 0` the ortho and para transmission at `E = 0`
is at most one, and equals one exactly when
`c = 4h`. -/
theorem benzene_transmission_le_one (h c : ℝ) (hh : 0 < h) (hc : 0 < c)
    (j : Fin 6) (hj : j = 1 ∨ j = 5 ∨ j = 3) :
    transmission 0 (benzeneH h) 0 j c c ≤ 1 ∧
      (transmission 0 (benzeneH h) 0 j c c = 1 ↔ c = 4 * h) := by
  have hN : (0 : ℝ) < (16 * h ^ 2 + c ^ 2) ^ 2 := by positivity
  rw [((benzene_transmission h c hh hc).1 j hj).2]
  constructor
  · rw [div_le_one hN]
    nlinarith [sq_nonneg (16 * h ^ 2 - c ^ 2)]
  · rw [div_eq_one_iff_eq hN.ne']
    constructor
    · intro e
      have h1 : ((c - 4 * h) * (c + 4 * h)) ^ 2 = 0 := by linear_combination (-1) * e
      have h2 : (c - 4 * h) * (c + 4 * h) = 0 := (pow_eq_zero_iff two_ne_zero).mp h1
      rcases mul_eq_zero.mp h2 with h3 | h3
      · linarith
      · linarith
    · intro e
      rw [e]
      ring

end

end BenzeneInterference
```

```lean
#print axioms BenzeneInterference.trace_formula
#print axioms BenzeneInterference.benzene_transmission
#print axioms BenzeneInterference.benzene_transmission_le_one
```

```
'BenzeneInterference.trace_formula' depends on axioms: [propext, Classical.choice, Quot.sound]
'BenzeneInterference.benzene_transmission' depends on axioms: [propext, Classical.choice, Quot.sound]
'BenzeneInterference.benzene_transmission_le_one' depends on axioms: [propext, Classical.choice, Quot.sound]
```

## The ring and its leads

Sites are numbered \(0,\dots,5\), with one lead on site 0 and the other on \(j\): ortho is \(j=1,5\), meta \(j=2,4\), para \(j=3\). The Hamiltonian `benzeneH h` is \(H=-hA\), with \(A\) the ring's adjacency matrix and \(h>0\) the hopping strength. Each lead adds a self-energy \(-ic/2\) on its site, where \(c>0\) is the broadening, the rate (with \(\hbar=1\)) at which an electron there escapes into the lead. With \(\Sigma\) the sum of both terms, `green` is \(G=(E-H-\Sigma)^{-1}\).

`benzene_transmission` states that at \(E=0\) the matrix \(E-H-\Sigma\) is invertible and that

\[
T=c^2|G_{0j}|^2=\begin{cases}\dfrac{64c^2h^2}{(16h^2+c^2)^2}&\text{ortho, para}\\[2mm]0&\text{meta.}\end{cases}
\]

Invertibility matters because Lean gives a singular matrix the inverse 0, which would make \(T\) vanish for no physical reason. `transmission` is defined by the squared modulus; `trace_formula` identifies this with \(\mathrm{Tr}(\Gamma_LG\Gamma_RG^\dagger)\) for single-site broadening matrices \(\Gamma_L,\Gamma_R\). The model is non-interacting, has one π orbital per atom and energy-independent self-energies, and omits σ-electron transport. Within it, the result is an exact test case for transport codes.

## From the isolated ring to the contacted one

Let \(g=(E-H)^{-1}\), and put self-energies \(\sigma_a,\sigma_b\) on sites \(a,b\). The Dyson equation \(G=g+g\Sigma G\) gives

\[
\begin{aligned}
(1-\sigma_ag_{aa})G_{ab}-\sigma_bg_{ab}G_{bb}&=g_{ab},\\
-\sigma_ag_{ba}G_{ab}+(1-\sigma_bg_{bb})G_{bb}&=g_{bb}.
\end{aligned}
\]

By Cramer's rule, \(G_{ab}=g_{ab}/D\), with

\[
D=(1-\sigma_ag_{aa})(1-\sigma_bg_{bb})-\sigma_a\sigma_bg_{ab}g_{ba}.
\]

`dressed_green` assumes that \(E-H\) is invertible and \(D\neq0\), and runs this backwards. It builds rows \(a\) and \(b\) of \(G\) from Cramer's rule, assembles \(g+gW\) with \(W\) in the role of \(\Sigma G\), and verifies that this is a right inverse. Invertibility and the formula both follow.

## Why meta vanishes

Benzene is alternant: hopping joins only even sites to odd ones. Let \(P\) be diagonal with entries \(p_i=\pm1\) marking the sublattice. At \(E=0\), \(PHP=-H\), hence \(PgP=-g\), or \(p_ip_jg_{ij}=-g_{ij}\). Within a sublattice \(p_ip_j=1\), so \(g_{ij}=0\). For meta contacts this gives \(D=1\) and \(G_{0j}=0\).

`alternant_bare_green` obtains \(PgP=-g\) from uniqueness of the inverse, and `alternant_dressed_green` adds the leads, for any finite alternant \(H\) that is invertible.

That invertibility is needed. In a three-site chain with hopping \(-h\) and leads on both ends, the ends share a sublattice but \(H\) is singular. Direct inversion gives an end-to-end element \(i/c\), so \(T=1\).

## Ortho and para

Let \(B\) have entries \(+1\) for ortho pairs, \(-1\) for para pairs and 0 otherwise. Then \(AB=2\cdot 1\), which `benzene_bare_green` checks entry by entry, so \(g=B/(2h)\) at \(E=0\). With \(g_{00}=g_{jj}=0\) and \(g_{0j}=g_{j0}=\pm1/(2h)\),

\[
D=1-\Big(\!-\frac{ic}{2}\Big)^2\frac1{4h^2}=1+\frac{c^2}{16h^2},\qquad
G_{0j}=\pm\frac{8h}{16h^2+c^2},
\]

with the minus sign for para. Squaring gives \(T\). Losing the sign of \(i^2\) would put \(16h^2-c^2\) in the denominator, a false divergence at \(c=4h\).

The true value there is 1, since

\[
(16h^2+c^2)^2-64c^2h^2=(16h^2-c^2)^2\ge0.
\]

Thus `benzene_transmission_le_one` has \(T\le1\), with equality exactly at \(c=4h\). For unequal broadenings \(c_L,c_R\ge0\), `benzene_transmission_unequal` replaces \(c^2\) by \(c_Lc_R\) in the ortho and para formula.
